# In the symmetric half-filled Hubbard dimer with t, U > 0, the dipole takes the ground state only to the odd ionic state

## Which excited states does the dipole reach?

Take two sites with one orbital each, both orbitals at energy zero, holding two electrons with total Sz = 0. An electron hops between the sites with amplitude −t, and two electrons on the same site cost an energy U. Both t and U are positive. Let n₁ and n₂ be the site occupations, and set

c = √(U² + 16t²).

I believe that the four energies are

(U − c)/2 < 0 < U < (U + c)/2,

so that the excitation energies are (c − U)/2, (c + U)/2 and c. I also believe that the dipole n₁ − n₂ turns the ground state into a nonzero multiple of the state at U, which leaves the triplet at 0 and the "double" excitation at the top dark. Can this be made rigorous, with a proof that a machine has checked?

## Only the odd ionic state at U

Yes. Write a†ᵢσ for the creation operator on site i with spin σ, and order the basis as

a†₁↑a†₂↓|vac⟩, a†₁↓a†₂↑|vac⟩, a†₁↑a†₁↓|vac⟩, a†₂↑a†₂↓|vac⟩.

The first two configurations are covalent and the last two are ionic. A state has amplitudes v₀, v₁, v₂, v₃ in this order. With these signs the Schrödinger equation Hv = Ev reads

−t(v₂ + v₃) = E v₀

t(v₂ + v₃) = E v₁

−t v₀ + t v₁ + U v₂ = E v₂

−t v₀ + t v₁ + U v₃ = E v₃.

### Four levels from four amplitudes

Suppose first that E is neither 0 nor U. Adding the first two equations gives E(v₀ + v₁) = 0, so v₁ = −v₀. Subtracting the last two gives (E − U)(v₂ − v₃) = 0, so v₃ = v₂. What remains is

−2t v₂ = E v₀

−2t v₀ = (E − U) v₂.

If v₂ were zero, v₀ would be zero too, and the whole vector would vanish. So v₂ ≠ 0. Multiplying the second equation by E and inserting the first gives 4t² v₂ = E(E − U) v₂, hence

E² = UE + 4t²,

whose roots are (U ± c)/2. Both are realised by the vector (2t, −2t, −E, −E). The remaining two levels have the eigenvectors (1, 1, 0, 0) at E = 0, which is the triplet, and (0, 0, 1, −1) at E = U, which is the odd ionic state. Since c > U > 0, the levels are ordered as you wrote them, and subtracting the lowest one gives your three excitation energies.

Every eigenvector at U is purely ionic and odd. The third equation with E = U gives v₁ = v₀, the sum of the first two gives U(v₀ + v₁) = 0, and so v₀ = v₁ = 0. The second then gives v₃ = −v₂, with v₂ ≠ 0 because the vector is nonzero.

### The dipole flips one ionic sign

Let g be a ground-state vector. Its energy is negative, so g₃ = g₂ ≠ 0. The dipole D = n₁ − n₂ has the diagonal entries 0, 0, 2, −2, and therefore

Dg = 2g₂ (0, 0, 1, −1).

For any eigenvector v the transition dipole is

v·Dg = 2g₂ (v₂ − v₃).

If E ≠ U, subtracting the last two amplitude equations gives v₂ = v₃, and the transition dipole vanishes. This covers the triplet and the top level alike. If E = U, it equals 4g₂v₂, which is not zero.

For the strength, normalise both vectors. Then v₂² = 1/2 at the level U, so (v·Dg)² = 8g₂². Write E₀ = (U − c)/2. The ground state satisfies 2g₀² + 2g₂² = 1 and E₀²g₀² = 4t²g₂². Multiplying the normalisation by E₀² and using 4t² = E₀² − UE₀ gives

g₂²(2E₀ − U) = E₀/2.

Since 2E₀ − U = −c, this means g₂² = (c − U)/(4c), and so

(v·Dg)² = 2(1 − U/c).

Multiplied by the excitation energy (c + U)/2, this becomes (c² − U²)/c = 16t²/c.

For this two-site model with one orbital per site, these formulas give exact values against which an approximate Bethe–Salpeter calculation of excitation energies and intensities can be compared.

Here is the complete Lean file.

```lean
import Mathlib

open Matrix

namespace HubbardDimerExcitations

noncomputable section

/-- The half-filled Sz = 0 Hubbard dimer with hopping `t` and repulsion `U`, in the basis of
two covalent configurations followed by double occupation of site 1 and of site 2. -/
def hubbard (t U : ℝ) : Matrix (Fin 4) (Fin 4) ℝ :=
  !![0, 0, -t, -t; 0, 0, t, t; -t, t, U, 0; -t, t, 0, U]

/-- The electron number on site 1. -/
def occ1 : Matrix (Fin 4) (Fin 4) ℝ := Matrix.diagonal ![1, 1, 2, 0]

/-- The electron number on site 2. -/
def occ2 : Matrix (Fin 4) (Fin 4) ℝ := Matrix.diagonal ![1, 1, 0, 2]

/-- The dipole operator `n₁ - n₂`. -/
def dipole : Matrix (Fin 4) (Fin 4) ℝ := occ1 - occ2

/-- The energy scale `c = √(U² + 16 t²)`. -/
def scale (t U : ℝ) : ℝ := √(U ^ 2 + 16 * t ^ 2)

/-- The lowest level `(U - c)/2`. -/
def groundEnergy (t U : ℝ) : ℝ := (U - scale t U) / 2

/-- The highest level `(U + c)/2`. -/
def topEnergy (t U : ℝ) : ℝ := (U + scale t U) / 2

/-- The even combination of covalent and ionic configurations with energy parameter `E`. -/
def evenState (t E : ℝ) : Fin 4 → ℝ := ![2 * t, -(2 * t), -E, -E]

/-- The odd combination of the two ionic configurations. -/
def oddIonic : Fin 4 → ℝ := ![0, 0, 1, -1]

/-- The stationary Schrödinger equation of the dimer, written out in amplitudes. -/
theorem eigen_iff (t U E : ℝ) (v : Fin 4 → ℝ) :
    hubbard t U *ᵥ v = E • v ↔
      -t * (v 2 + v 3) = E * v 0 ∧ t * (v 2 + v 3) = E * v 1 ∧
      -t * v 0 + t * v 1 + U * v 2 = E * v 2 ∧
      -t * v 0 + t * v 1 + U * v 3 = E * v 3 := by
  have hm : hubbard t U *ᵥ v = ![-t * (v 2 + v 3), t * (v 2 + v 3),
      -t * v 0 + t * v 1 + U * v 2, -t * v 0 + t * v 1 + U * v 3] := by
    ext i
    fin_cases i <;>
      simp [hubbard, Matrix.mulVec, dotProduct, Fin.sum_univ_four] <;> ring
  rw [hm]
  constructor
  · intro h
    exact ⟨congrFun h 0, congrFun h 1, congrFun h 2, congrFun h 3⟩
  · rintro ⟨h0, h1, h2, h3⟩
    ext i
    fin_cases i
    exacts [h0, h1, h2, h3]

/-- The dipole removes the covalent amplitudes and weights the two ionic ones by 2 and -2. -/
theorem dipole_mulVec (v : Fin 4 → ℝ) :
    dipole *ᵥ v = ![0, 0, 2 * v 2, -(2 * v 3)] := by
  ext i
  fin_cases i <;>
    simp [dipole, occ1, occ2, Matrix.mulVec_diagonal]

/-- The scale `c` satisfies `c² = U² + 16 t²` and exceeds `U`. -/
theorem scale_facts {t U : ℝ} (ht : 0 < t) :
    scale t U ^ 2 = U ^ 2 + 16 * t ^ 2 ∧ U < scale t U := by
  have h := pow_pos ht 2
  exact ⟨Real.sq_sqrt (by positivity), Real.lt_sqrt_of_sq_lt (by linarith)⟩

/-- An eigenstate with energy other than 0 and `U` has opposite covalent amplitudes and
equal, nonvanishing ionic amplitudes. -/
theorem even_form {t U E : ℝ} {v : Fin 4 → ℝ} (hE : E ≠ 0) (hEU : E ≠ U) (hv : v ≠ 0)
    (h : hubbard t U *ᵥ v = E • v) : v 1 = -v 0 ∧ v 3 = v 2 ∧ v 2 ≠ 0 := by
  obtain ⟨h0, h1, h2, h3⟩ := (eigen_iff t U E v).1 h
  have a : v 1 = -v 0 := mul_left_cancel₀ hE (by linear_combination -h0 - h1)
  have b : v 3 = v 2 :=
    mul_left_cancel₀ (sub_ne_zero.2 hEU) (by linear_combination h2 - h3)
  refine ⟨a, b, fun z => hv ?_⟩
  have y : v 0 = 0 := mul_left_cancel₀ hE (by linear_combination -h0 - t * (b + 2 * z))
  have y1 : v 1 = 0 := by rw [a, y, neg_zero]
  have y3 : v 3 = 0 := b.trans z
  ext i
  fin_cases i
  exacts [y, y1, z, y3]

/-- An eigenstate with energy `U` has no covalent amplitude and opposite, nonvanishing
ionic amplitudes. -/
theorem odd_form {t U : ℝ} {v : Fin 4 → ℝ} (ht : t ≠ 0) (hU : U ≠ 0) (hv : v ≠ 0)
    (h : hubbard t U *ᵥ v = U • v) : v 0 = 0 ∧ v 1 = 0 ∧ v 3 = -v 2 ∧ v 2 ≠ 0 := by
  obtain ⟨h0, h1, h2, -⟩ := (eigen_iff t U U v).1 h
  have a : v 1 = v 0 := mul_left_cancel₀ ht (by linear_combination h2)
  have y : v 0 = 0 :=
    mul_left_cancel₀ hU (by linear_combination -(h0 + h1) / 2 - U / 2 * a)
  have y1 : v 1 = 0 := a.trans y
  have b : v 3 = -v 2 := mul_left_cancel₀ ht (by linear_combination h1 + U * y1)
  refine ⟨y, y1, b, fun z => hv ?_⟩
  have y3 : v 3 = 0 := by rw [b, z, neg_zero]
  ext i
  fin_cases i
  exacts [y, y1, z, y3]

/-- The even state solves the Schrödinger equation when `E² = U E + 4 t²`. -/
theorem evenState_eigen {t U E : ℝ} (hE : E ^ 2 = U * E + 4 * t ^ 2) :
    hubbard t U *ᵥ evenState t E = E • evenState t E := by
  refine (eigen_iff _ _ _ _).2 ⟨?_, ?_, ?_, ?_⟩
  · change -t * (-E + -E) = E * (2 * t)
    ring
  · change t * (-E + -E) = E * (-(2 * t))
    ring
  · change -t * (2 * t) + t * (-(2 * t)) + U * (-E) = E * (-E)
    linear_combination hE
  · change -t * (2 * t) + t * (-(2 * t)) + U * (-E) = E * (-E)
    linear_combination hE

/-- The energies of the dimer are exactly `(U - c)/2`, 0, `U` and `(U + c)/2`. -/
theorem energy_levels {t U : ℝ} (ht : 0 < t) (E : ℝ) :
    (∃ v : Fin 4 → ℝ, v ≠ 0 ∧ hubbard t U *ᵥ v = E • v) ↔
      E = groundEnergy t U ∨ E = 0 ∨ E = U ∨ E = topEnergy t U := by
  obtain ⟨hc, -⟩ := scale_facts (U := U) ht
  have hne : ∀ e : ℝ, evenState t e ≠ 0 := by
    intro e h
    have h0 : 2 * t = 0 := congrFun h 0
    linarith
  constructor
  · rintro ⟨v, hv, h⟩
    by_cases hE : E = 0
    · exact Or.inr (Or.inl hE)
    by_cases hEU : E = U
    · exact Or.inr (Or.inr (Or.inl hEU))
    obtain ⟨a, b, z⟩ := even_form hE hEU hv h
    obtain ⟨h0, -, h2, -⟩ := (eigen_iff t U E v).1 h
    rw [b] at h0
    rw [a] at h2
    -- eliminating the covalent amplitude leaves a quadratic equation for the energy
    have q : v 2 * ((E - groundEnergy t U) * (E - topEnergy t U)) = 0 := by
      unfold groundEnergy topEnergy
      linear_combination -E * h2 + 2 * t * h0 - v 2 / 4 * hc
    rcases mul_eq_zero.1 ((mul_eq_zero.1 q).resolve_left z) with r | r
    · exact Or.inl (sub_eq_zero.1 r)
    · exact Or.inr (Or.inr (Or.inr (sub_eq_zero.1 r)))
  · rintro (h | h | h | h)
    · refine ⟨evenState t E, hne E, evenState_eigen ?_⟩
      rw [h, groundEnergy]
      linear_combination hc / 4
    · refine ⟨![1, 1, 0, 0], fun z => ?_, (eigen_iff _ _ _ _).2 ?_⟩
      · have z0 : (1 : ℝ) = 0 := congrFun z 0
        exact one_ne_zero z0
      · simp [h]
    · refine ⟨oddIonic, fun z => ?_, (eigen_iff _ _ _ _).2 ?_⟩
      · have z2 : (1 : ℝ) = 0 := congrFun z 2
        exact one_ne_zero z2
      · simp [h, oddIonic]
    · refine ⟨evenState t E, hne E, evenState_eigen ?_⟩
      rw [h, topEnergy]
      linear_combination hc / 4

/-- The four levels are strictly ordered, and the excitation energies from the lowest one are
`(c - U)/2`, `(c + U)/2` and `c`. -/
theorem excitation_energies {t U : ℝ} (ht : 0 < t) (hU : 0 < U) :
    (groundEnergy t U < 0 ∧ 0 < U ∧ U < topEnergy t U) ∧
      0 - groundEnergy t U = (scale t U - U) / 2 ∧
      U - groundEnergy t U = (scale t U + U) / 2 ∧
      topEnergy t U - groundEnergy t U = scale t U := by
  obtain ⟨-, h⟩ := scale_facts (U := U) ht
  unfold groundEnergy topEnergy
  refine ⟨⟨by linarith, hU, by linarith⟩, by ring, by ring, by ring⟩

/-- Dipole selection rule: the dipole maps any ground state to a nonzero multiple of the odd
ionic state, which has energy `U`, and an eigenstate has a nonzero transition dipole with the
ground state exactly when its energy is `U`. -/
theorem dipole_selection_rule {t U : ℝ} (ht : 0 < t) (hU : 0 < U) {g : Fin 4 → ℝ}
    (hg : g ≠ 0) (hgE : hubbard t U *ᵥ g = groundEnergy t U • g) :
    (∃ a : ℝ, a ≠ 0 ∧ dipole *ᵥ g = a • oddIonic) ∧
      hubbard t U *ᵥ oddIonic = U • oddIonic ∧
      ∀ (E : ℝ) (v : Fin 4 → ℝ), v ≠ 0 → hubbard t U *ᵥ v = E • v →
        (v ⬝ᵥ (dipole *ᵥ g) ≠ 0 ↔ E = U) := by
  obtain ⟨⟨hneg, -, -⟩, -⟩ := excitation_energies ht hU
  obtain ⟨-, b, z⟩ := even_form hneg.ne (hneg.trans hU).ne hg hgE
  refine ⟨⟨2 * g 2, mul_ne_zero two_ne_zero z, ?_⟩, ?_, ?_⟩
  · rw [dipole_mulVec, b]
    ext i
    fin_cases i <;> simp [oddIonic]
  · exact (eigen_iff _ _ _ _).2 (by simp [oddIonic])
  · intro E v hv h
    -- the transition dipole measures the odd part of the ionic amplitudes
    have hd : v ⬝ᵥ (dipole *ᵥ g) = 2 * g 2 * (v 2 - v 3) := by
      rw [dipole_mulVec, b]
      simp [dotProduct, Fin.sum_univ_four]
      ring
    rw [hd]
    constructor
    · intro hne
      by_contra hEU
      obtain ⟨-, -, h2, h3⟩ := (eigen_iff t U E v).1 h
      have e : v 3 = v 2 :=
        mul_left_cancel₀ (sub_ne_zero.2 hEU) (by linear_combination h2 - h3)
      exact hne (by rw [e]; ring)
    · intro hEU
      rw [hEU] at h
      obtain ⟨-, -, e, w⟩ := odd_form ht.ne' hU.ne' hv h
      have s : v 2 - v 3 = 2 * v 2 := by rw [e]; ring
      rw [s]
      exact mul_ne_zero (mul_ne_zero two_ne_zero z) (mul_ne_zero two_ne_zero w)

/-- For a normalised ground state and a normalised eigenstate at `U`, the squared transition
dipole is `2 (1 - U/c)`, and its product with the excitation energy is `16 t²/c`. -/
theorem transition_strength {t U : ℝ} (ht : 0 < t) (hU : 0 < U) {g v : Fin 4 → ℝ}
    (hg : g ⬝ᵥ g = 1) (hgE : hubbard t U *ᵥ g = groundEnergy t U • g)
    (hv : v ⬝ᵥ v = 1) (hvE : hubbard t U *ᵥ v = U • v) :
    (v ⬝ᵥ (dipole *ᵥ g)) ^ 2 = 2 * (1 - U / scale t U) ∧
      (U - groundEnergy t U) * (v ⬝ᵥ (dipole *ᵥ g)) ^ 2 = 16 * t ^ 2 / scale t U := by
  obtain ⟨hc, hlt⟩ := scale_facts (U := U) ht
  have hc0 : scale t U ≠ 0 := (hU.trans hlt).ne'
  obtain ⟨⟨hneg, -, -⟩, -⟩ := excitation_energies ht hU
  have hg0 : g ≠ 0 := by
    rintro rfl
    simp at hg
  have hv0 : v ≠ 0 := by
    rintro rfl
    simp at hv
  obtain ⟨a, b, -⟩ := even_form hneg.ne (hneg.trans hU).ne hg0 hgE
  obtain ⟨p, q, r, -⟩ := odd_form ht.ne' hU.ne' hv0 hvE
  obtain ⟨h0, -, -, -⟩ := (eigen_iff _ _ _ _).1 hgE
  rw [b] at h0
  simp only [dotProduct, Fin.sum_univ_four, a, b] at hg
  simp only [dotProduct, Fin.sum_univ_four, p, q, r] at hv
  have hd : v ⬝ᵥ (dipole *ᵥ g) = 4 * v 2 * g 2 := by
    rw [dipole_mulVec, b]
    simp [dotProduct, Fin.sum_univ_four, r]
    ring
  have hS : (v ⬝ᵥ (dipole *ᵥ g)) ^ 2 = 8 * g 2 ^ 2 := by
    rw [hd]
    linear_combination 8 * g 2 ^ 2 * hv
  have hE : groundEnergy t U ^ 2 = U * groundEnergy t U + 4 * t ^ 2 := by
    unfold groundEnergy
    linear_combination hc / 4
  have hsq : 4 * t ^ 2 * g 2 ^ 2 = groundEnergy t U ^ 2 * g 0 ^ 2 := by
    linear_combination (-2 * t * g 2 + groundEnergy t U * g 0) * h0
  -- normalisation fixes the ionic weight of the ground state
  have hx : g 2 ^ 2 * (2 * groundEnergy t U - U) = groundEnergy t U / 2 :=
    mul_left_cancel₀ hneg.ne (by
      linear_combination g 2 ^ 2 * hE + hsq + groundEnergy t U ^ 2 / 2 * hg)
  have hw : 4 * g 2 ^ 2 * scale t U = scale t U - U := by
    unfold groundEnergy at hx
    linear_combination -4 * hx
  rw [hS]
  constructor
  · have hr : U / scale t U = 1 - 4 * g 2 ^ 2 := by
      rw [div_eq_iff hc0]
      linear_combination hw
    rw [hr]
    ring
  · rw [eq_div_iff hc0]
    unfold groundEnergy
    linear_combination (U + scale t U) * hw + hc

end

end HubbardDimerExcitations
```

```lean
#print axioms HubbardDimerExcitations.energy_levels
#print axioms HubbardDimerExcitations.dipole_selection_rule
#print axioms HubbardDimerExcitations.transition_strength
```

```
'HubbardDimerExcitations.energy_levels' depends on axioms: [propext, Classical.choice, Quot.sound]
'HubbardDimerExcitations.dipole_selection_rule' depends on axioms: [propext, Classical.choice, Quot.sound]
'HubbardDimerExcitations.transition_strength' depends on axioms: [propext, Classical.choice, Quot.sound]
```

### From the Lean statements to the dimer

`hubbard t U` is the 4×4 real matrix of the amplitude equations, and a state is a function `Fin 4 → ℝ`, so `v 0` to `v 3` are v₀ to v₃. The product `*ᵥ` applies a matrix to a vector, `•` multiplies by a number, and `⬝ᵥ` is the real scalar product. An eigenstate is a nonzero vector that satisfies the eigenvalue equation. The definition `scale` is c, while `groundEnergy` and `topEnergy` are the outer levels.

- `energy_levels` says that a real number E has an eigenvector exactly when it is one of the four listed values. Its only assumption is t > 0.
- `excitation_energies` adds U > 0, as do the two theorems below, and gives the strict ordering and the three differences.
- `dipole_selection_rule` holds for every ground-state vector g, normalised or not. It says that the dipole sends g to a nonzero multiple of `oddIonic`, that `oddIonic` has energy U, and that an eigenstate has a nonzero transition dipole with g if and only if its energy is U.
- `transition_strength` assumes that both vectors have unit length and gives the two closed formulas. The vector `oddIonic` itself has length √2, so its normalised form is (0, 0, 1, −1)/√2.

The matrix is the starting point: the file does not derive it from creation operators, and it contains no spin operator, so "triplet" is a name for the eigenvector (1, 1, 0, 0). The vectors are real, which suits a real symmetric matrix. The dipole is the bare occupation difference; a physical dipole moment also carries the electron charge and half the site separation. Repulsion between the sites, further orbitals and coupling to vibrations are absent from the model.

### The eliminations in Lean

`eigen_iff` turns the matrix equation into the four amplitude equations, and `dipole_mulVec` computes the action of D. `scale_facts` supplies c² = U² + 16t² and c > U.

`even_form` and `odd_form` are the two case analyses above; `odd_form` assumes that t and U are nonzero. In both, `mul_left_cancel₀` divides by a factor known to be nonzero, such as E, E − U or t, and `linear_combination` checks that the stated combination of equations gives the required identity.

In `energy_levels`, the forward direction sets aside E = 0 and E = U and then combines the two remaining equations into

v₂ (E − (U − c)/2)(E − (U + c)/2) = 0.

Since v₂ ≠ 0, one of the other factors vanishes. The reverse direction supplies the explicit eigenvectors, with `evenState_eigen` handling both outer levels through the quadratic equation. `excitation_energies` then follows from c > U, the hypothesis U > 0 and elementary algebra.

The proof of `dipole_selection_rule` obtains g₃ = g₂ ≠ 0 from `even_form` and establishes the formula 2g₂(v₂ − v₃) as `hd`. One direction of the equivalence uses the difference of the last two amplitude equations, and the other uses `odd_form`.

In `transition_strength`, `hS` is the identity (v·Dg)² = 8g₂². The step `hsq` squares the first amplitude equation, `hx` combines it with the normalisation and cancels one factor of the ground energy, and `hw` rewrites the result as 4g₂²c = c − U. Both formulas follow from `hw` after division by c, which is positive; the second also uses c² = U² + 16t².
